# At fixed nonzero coupling, the metal weight of a two-orbital antibonding level rises with the metal–ligand offset

In this model, the ground orbital and the excited orbital that enter a g shift are the antibonding levels of two separate pairs, each made of one metal orbital and one ligand orbital with its own energy offset (metal minus ligand) and nonzero coupling. Orbital angular momentum connects only the two metal components, and the spin-orbit operator is a constant times the same angular momentum. The product of the two matrix elements then contains one metal weight from each pair, and its magnitude, if not zero, shrinks when one offset is lowered while the other offset and both couplings are held fixed.

Up to a constant factor, that product is the numerator of a term in the second-order expression for the g shift. The result therefore describes how the loss of metal character weakens this numerator in a non-interacting model with orthonormal orbitals and no ligand spin-orbit coupling. The energy denominator, which may also change with the offsets, is left out, so the theorems do not order the g shifts themselves.

## The two-orbital Hamiltonian and its upper level

```lean
import Mathlib

open Matrix

namespace MetalLigandGShift

noncomputable section
```

Throughout, $d$ is the energy of the metal orbital measured from the ligand orbital, and $t$ is the coupling between them. Both are real.

```lean
/-- Hamiltonian of a metal orbital at energy `d` and a ligand orbital at energy zero,
coupled by `t`. -/
def hamiltonian (d t : ℝ) : Matrix (Fin 2) (Fin 2) ℂ := !![(d : ℂ), (t : ℂ); (t : ℂ), 0]
```

This is the matrix

$$H=\begin{pmatrix} d & t\\ t & 0\end{pmatrix}.$$

`Fin 2` supplies the indices 0 (metal) and 1 (ligand). The annotation `(d : ℂ)` regards the real number $d$ as complex, so that orbitals may have complex amplitudes.

```lean
/-- Splitting `√(d² + 4t²)` of the two mixed levels. -/
def gap (d t : ℝ) : ℝ := Real.sqrt (d ^ 2 + 4 * t ^ 2)
```

The splitting of the two mixed levels is $s=\sqrt{d^2+4t^2}$.

```lean
/-- Energy of the upper, antibonding level. -/
def upper (d t : ℝ) : ℝ := (d + gap d t) / 2
```

The upper level is $E_+=(d+s)/2$. At this point it is only a formula; that it is the greatest eigenvalue is proved below.

```lean
/-- The metal weight `(1 + d/√(d² + 4t²))/2`, for `d` and `t` not both zero. -/
def metalWeight (d t : ℝ) : ℝ := (1 + d / gap d t) / 2
```

The metal weight is $w(d)=\tfrac12(1+d/s)$, with $t$ understood. This too is a formula first, and is later shown to be the squared metal amplitude.

```lean
/-- An antibonding orbital: a normalized eigenvector for the upper level, with the metal
amplitude first and the ligand amplitude second. -/
def IsAntibonding (d t : ℝ) (v : Fin 2 → ℂ) : Prop :=
  hamiltonian d t *ᵥ v = (upper d t : ℂ) • v ∧ ‖v 0‖ ^ 2 + ‖v 1‖ ^ 2 = 1
```

A vector $v=(v_0,v_1)$ is an antibonding orbital if $Hv=E_+v$ and $|v_0|^2+|v_1|^2=1$. The symbol `*ᵥ` multiplies a matrix by a vector, and `•` multiplies a vector by a number. The overall phase of $v$ is free.

## The two matrix elements

```lean
/-- Angular momentum between two metal-ligand pairs, acting on the metal orbitals only,
with amplitude `l`. -/
def metalL (l : ℂ) : Matrix (Fin 2) (Fin 2) ℂ := !![l, 0; 0, 0]
```

This matrix is a block that leads from one metal–ligand pair to the other. Its only nonzero entry, $l$, is the angular momentum matrix element between the two metal orbitals. For real orbitals it is purely imaginary, so `l` is allowed to be complex.

```lean
/-- Product of the spin-orbit matrix element (constant `ζ`) between orbitals `u` and `v`
and the angular momentum matrix element leading back. -/
def gProduct (ζ : ℝ) (l : ℂ) (u v : Fin 2 → ℂ) : ℂ :=
  ((ζ : ℂ) * (star u ⬝ᵥ (metalL l *ᵥ v))) * (star v ⬝ᵥ ((metalL l)ᴴ *ᵥ u))
```

Writing $M$ for the block above, the definition reads

$$P=\zeta\,(u^\dagger M v)\,(v^\dagger M^\dagger u).$$

The real constant $\zeta$ stands for the strength with which the metal couples an electron's spin to its orbital motion; its value is an input. In Lean, `star` is complex conjugation, `⬝ᵥ` is the dot product without conjugation, and `ᴴ` is the conjugate transpose.

## The upper level is the greatest eigenvalue

```lean
/-- The squared splitting is `d² + 4t²`. -/
theorem gap_sq (d t : ℝ) : gap d t ^ 2 = d ^ 2 + 4 * t ^ 2 :=
  Real.sq_sqrt (by positivity)
```

Squaring the root gives $s^2=d^2+4t^2$, because the radicand is never negative.

```lean
/-- For nonzero coupling the splitting, the upper level and the metal weight are positive. -/
theorem positivity_facts (d : ℝ) {t : ℝ} (ht : t ≠ 0) :
    0 < gap d t ∧ 0 < upper d t ∧ 0 < metalWeight d t := by
  have ht2 : 0 < t ^ 2 := by positivity
  have hs : 0 < gap d t := Real.sqrt_pos.mpr (by positivity)
  have hE : 0 < upper d t := by
    by_contra h
    have h1 : 0 ≤ -d - gap d t := by unfold upper at h; linarith
    have h2 : 0 ≤ -d + gap d t := by linarith
    nlinarith [mul_nonneg h1 h2, gap_sq d t]
  refine ⟨hs, hE, ?_⟩
  have hw : metalWeight d t = upper d t / gap d t := by
    rw [eq_div_iff hs.ne']
    unfold metalWeight upper
    linear_combination (div_mul_cancel₀ d hs.ne') / 2
  rw [hw]
  exact div_pos hE hs
```

If $t\neq0$, then $s>|d|$. Hence $s>0$ and $E_+=(d+s)/2>0$, and $w=E_+/s>0$ as well. Lean obtains $E_+>0$ by contradiction: if $E_+\le0$, then $-d-s$ and $-d+s$ are both nonnegative, yet their product is $d^2-s^2=-4t^2<0$. The tactic `nlinarith` finds this clash from the product it is given.

```lean
/-- The upper level solves the secular equation `E² = dE + t²`. -/
theorem upper_sq (d t : ℝ) : upper d t ^ 2 = d * upper d t + t ^ 2 := by
  unfold upper
  linear_combination (gap_sq d t) / 4
```

Since $2E_+-d=s$, squaring gives $4E_+^2-4dE_++d^2=d^2+4t^2$, which is the secular equation $E_+^2=dE_++t^2$. The tactic `linear_combination` checks that the desired equation is the stated multiple of a known one.

```lean
/-- The metal and ligand rows of the eigenvalue equation. -/
theorem eigen_rows {d t E : ℝ} {v : Fin 2 → ℂ}
    (h : hamiltonian d t *ᵥ v = (E : ℂ) • v) :
    (d : ℂ) * v 0 + t * v 1 = E * v 0 ∧ (t : ℂ) * v 0 = E * v 1 :=
  ⟨by simpa [hamiltonian, Matrix.mulVec, dotProduct, Fin.sum_univ_two] using congrFun h 0,
   by simpa [hamiltonian, Matrix.mulVec, dotProduct, Fin.sum_univ_two] using congrFun h 1⟩
```

For any real eigenvalue $E$, the two components of $Hv=Ev$ are

$$dv_0+tv_1=Ev_0,\qquad tv_0=Ev_1.$$

`congrFun h 0` and `congrFun h 1` extract these rows from the vector equation.

```lean
/-- For nonzero coupling, `(d + √(d² + 4t²))/2` is the greatest eigenvalue of the
metal-ligand Hamiltonian. -/
theorem upper_isGreatest (d : ℝ) {t : ℝ} (ht : t ≠ 0) :
    IsGreatest {E : ℝ | ∃ v : Fin 2 → ℂ, v ≠ 0 ∧ hamiltonian d t *ᵥ v = (E : ℂ) • v}
      (upper d t) := by
  constructor
  · refine ⟨![(upper d t : ℂ), (t : ℂ)], fun h => ht (by simpa using congrFun h 1), ?_⟩
    have h : (upper d t : ℂ) ^ 2 = d * upper d t + t ^ 2 := by exact_mod_cast upper_sq d t
    ext i
    fin_cases i
    · simp [hamiltonian, Matrix.mulVec, dotProduct, Fin.sum_univ_two]
      linear_combination -h
    · simp [hamiltonian, Matrix.mulVec, dotProduct, Fin.sum_univ_two, mul_comm]
  · rintro E ⟨v, hv, h⟩
    obtain ⟨h0, h1⟩ := eigen_rows h
    have htc : (t : ℂ) ≠ 0 := by exact_mod_cast ht
    -- the ligand amplitude of an eigenvector cannot vanish
    have hv1 : v 1 ≠ 0 := by
      intro hz
      rw [hz, mul_zero] at h1
      have hz0 : v 0 = 0 := (mul_eq_zero.mp h1).resolve_left htc
      apply hv
      ext i
      fin_cases i
      · exact hz0
      · exact hz
    have hc : (E : ℂ) ^ 2 = d * E + t ^ 2 := by
      apply mul_right_cancel₀ hv1
      linear_combination ((d : ℂ) - E) * h1 - (t : ℂ) * h0
    have hr : E ^ 2 = d * E + t ^ 2 := by exact_mod_cast hc
    have hle : 2 * E - d ≤ gap d t :=
      le_trans (le_abs_self _) (Real.abs_le_sqrt (by nlinarith))
    unfold upper
    linarith
```

`IsGreatest` makes two demands: $E_+$ must be an eigenvalue, and no eigenvalue may exceed it.

For the first, take the vector $(E_+,t)$. The metal row requires $dE_++t^2=E_+^2$, which is the secular equation, and the ligand row is $tE_+=E_+t$. This vector is not normalized in general; dividing by its length gives the antibonding orbital $(E_+,t)/\sqrt{E_+^2+t^2}$, up to a phase.

For the second, let $v\ne0$ be an eigenvector with eigenvalue $E$. If $v_1=0$, the ligand row gives $tv_0=0$, so $v_0=0$ and $v=0$, a contradiction. Thus $v_1\neq0$. Multiply the metal row by $t$ and replace $tv_0$ by $Ev_1$:

$$dEv_1+t^2v_1=E^2v_1.$$

Cancelling $v_1$ gives $E^2=dE+t^2$, or $(2E-d)^2=d^2+4t^2$. Therefore $2E-d\le s$, which is $E\le E_+$. The steps named `hv1`, `hc` and `hle` follow this order.

## The weight of every antibonding orbital

```lean
/-- For nonzero coupling, every antibonding orbital has squared metal amplitude
`(1 + d/√(d² + 4t²))/2`. -/
theorem antibonding_weight {d t : ℝ} (ht : t ≠ 0) {v : Fin 2 → ℂ}
    (hv : IsAntibonding d t v) : ‖v 0‖ ^ 2 = metalWeight d t := by
  obtain ⟨hs, hE, -⟩ := positivity_facts d ht
  have hn := congrArg (fun z : ℂ => ‖z‖ ^ 2) (eigen_rows hv.1).2
  simp only [norm_mul, Complex.norm_real, Real.norm_eq_abs, mul_pow, sq_abs] at hn
  have hg : gap d t = 2 * upper d t - d := by unfold upper; ring
  -- ligand row, normalization and secular equation together
  have key : ‖v 0‖ ^ 2 * gap d t = upper d t := by
    apply mul_left_cancel₀ hE.ne'
    linear_combination upper d t * ‖v 0‖ ^ 2 * hg + ‖v 0‖ ^ 2 * upper_sq d t + hn
      + upper d t ^ 2 * hv.2
  apply mul_right_cancel₀ hs.ne'
  rw [key]
  unfold metalWeight upper
  linear_combination -(div_mul_cancel₀ d hs.ne') / 2
```

Take squared magnitudes in the ligand row and use normalization:

$$t^2|v_0|^2=E_+^2|v_1|^2=E_+^2(1-|v_0|^2).$$

Hence $|v_0|^2(E_+^2+t^2)=E_+^2$. The secular equation turns the bracket into $2E_+^2-dE_+=E_+(2E_+-d)=E_+s$. Dividing by $E_+>0$ leaves $|v_0|^2s=E_+$, the step called `key`, and so

$$|v_0|^2=\frac{E_+}{s}=\frac12\left(1+\frac ds\right)=w(d).$$

The theorem applies to every normalized eigenvector of the upper level, whatever its phase, and to either sign of $t$.

```lean
/-- At fixed nonzero coupling the metal weight strictly increases with the offset. -/
theorem metalWeight_strictMono {t : ℝ} (ht : t ≠ 0) :
    StrictMono (fun d => metalWeight d t) := by
  have ht2 : 0 < t ^ 2 := by positivity
  have hpos : ∀ x, 0 < gap x t := fun x => (positivity_facts x ht).1
  have hneg : ∀ x, gap (-x) t = gap x t := fun x => by simp [gap]
  -- offsets of one sign are compared through their squares
  have key : ∀ x y : ℝ, 0 ≤ x → x < y → x * gap y t < y * gap x t := by
    intro x y hx hxy
    apply lt_of_pow_lt_pow_left₀ 2 (mul_nonneg (by linarith) (hpos x).le)
    rw [mul_pow, mul_pow, gap_sq, gap_sq]
    have h : 0 < y ^ 2 - x ^ 2 := by nlinarith
    nlinarith [mul_pos ht2 h]
  intro a b hab
  have hcross : a * gap b t < b * gap a t := by
    rcases le_or_gt 0 a with ha | ha
    · exact key a b ha hab
    · rcases le_or_gt 0 b with hb | hb
      · have h1 := mul_neg_of_neg_of_pos ha (hpos b)
        have h2 := mul_nonneg hb (hpos a).le
        linarith
      · have h := key (-b) (-a) (by linarith) (by linarith)
        rw [hneg, hneg] at h
        linarith
  have hdiv : a / gap a t < b / gap b t := by
    rw [div_lt_iff₀ (hpos a), div_mul_eq_mul_div, lt_div_iff₀ (hpos b)]
    exact hcross
  show metalWeight a t < metalWeight b t
  unfold metalWeight
  linarith
```

A physicist would probably differentiate: $w'(d)=2t^2/s^3>0$. The Lean proof compares two offsets directly. Write $s_x=\sqrt{x^2+4t^2}$. For $0\le x<y$, the inequality $x\,s_y<y\,s_x$ has nonnegative sides and may be squared:

$$x^2(y^2+4t^2)<y^2(x^2+4t^2).$$

This reduces to $4t^2x^2<4t^2y^2$, which is true.

For general $a<b$, there are three cases:

- If $a\ge0$, the comparison above applies to $a$ and $b$.
- If $a<0\le b$, then $a\,s_b<0\le b\,s_a$.
- If both are negative, apply the comparison to $-b<-a$. The splitting does not depend on the sign of the offset, so this again gives $a\,s_b<b\,s_a$.

Dividing by the positive $s_as_b$ gives $a/s_a<b/s_b$, hence $w(a)<w(b)$. At $t=0$ strictness fails, since $w=1$ for every positive $d$.

`StrictMono` refers to the signed offset. Moving the metal level from above the ligand level to below it continues to lower the weight, even where $|d|$ grows.

```lean
/-- At fixed nonzero coupling the squared metal weight strictly increases with the offset. -/
theorem metalWeight_sq_strictMono {t : ℝ} (ht : t ≠ 0) :
    StrictMono (fun d => metalWeight d t ^ 2) := fun a _ hab =>
  pow_lt_pow_left₀ (metalWeight_strictMono ht hab) (positivity_facts a ht).2.2.le two_ne_zero
```

For $a<b$ we have $0<w(a)<w(b)$, and squaring preserves the order of positive numbers. So $w^2$ is strictly increasing too.

## From weights to the matrix-element product

```lean
/-- For antibonding orbitals with nonzero couplings, the product of spin-orbit and angular
momentum matrix elements is `ζ|l|²` times the two metal weights. -/
theorem gProduct_eq (ζ : ℝ) (l : ℂ) {d t d' t' : ℝ} (ht : t ≠ 0) (ht' : t' ≠ 0)
    {u v : Fin 2 → ℂ} (hu : IsAntibonding d t u) (hv : IsAntibonding d' t' v) :
    gProduct ζ l u v = ((ζ * ‖l‖ ^ 2 * metalWeight d t * metalWeight d' t' : ℝ) : ℂ) := by
  have h1 : star u ⬝ᵥ (metalL l *ᵥ v) = star (u 0) * (l * v 0) := by
    simp [metalL, Matrix.mulVec, dotProduct, Fin.sum_univ_two]
  have h2 : star v ⬝ᵥ ((metalL l)ᴴ *ᵥ u) = star (v 0) * (star l * u 0) := by
    simp [metalL, Matrix.mulVec, dotProduct, Fin.sum_univ_two]
  have hz : ∀ z : ℂ, star z * z = (‖z‖ : ℂ) ^ 2 := by
    intro z
    have h := Complex.mul_conj z
    rw [Complex.normSq_eq_norm_sq] at h
    push_cast at h
    rw [mul_comm]
    exact h
  unfold gProduct
  rw [h1, h2, ← antibonding_weight ht hu, ← antibonding_weight ht' hv]
  push_cast
  rw [← hz l, ← hz (u 0), ← hz (v 0)]
  ring
```

Only the metal components survive in the two matrix elements:

$$u^\dagger Mv=u_0^*\,l\,v_0,\qquad v^\dagger M^\dagger u=v_0^*\,l^*\,u_0.$$

Their product with $\zeta$ is $\zeta|l|^2|u_0|^2|v_0|^2$. Let $w_t(d)$ denote the metal weight with its coupling made explicit. Inserting the weight of each orbital gives

$$P=\zeta|l|^2\,w_t(d)\,w_{t'}(d'),$$

where the primed quantities belong to the pair containing $v$. The auxiliary step `hz` is the identity $z^*z=|z|^2$. The product is real, and all orbital phases have dropped out.

```lean
/-- For antibonding orbitals, with nonzero couplings held fixed and nonzero `ζ` and `l`, lowering
the offset of the first orbital without raising that of the second strictly reduces the magnitude of
the product of metal spin-orbit and angular momentum matrix elements. -/
theorem smaller_offset_reduces_gProduct {ζ : ℝ} {l : ℂ} (hζ : ζ ≠ 0) (hl : l ≠ 0)
    {t t' a b a' b' : ℝ} (ht : t ≠ 0) (ht' : t' ≠ 0) (hab : a < b) (hab' : a' ≤ b')
    {u v x y : Fin 2 → ℂ} (hu : IsAntibonding a t u) (hv : IsAntibonding a' t' v)
    (hx : IsAntibonding b t x) (hy : IsAntibonding b' t' y) :
    ‖gProduct ζ l u v‖ < ‖gProduct ζ l x y‖ := by
  have hw : ∀ d, 0 < metalWeight d t := fun d => (positivity_facts d ht).2.2
  have hw' : ∀ d, 0 < metalWeight d t' := fun d => (positivity_facts d ht').2.2
  have hN : ∀ p q : ℝ, 0 < p → 0 < q →
      ‖((ζ * ‖l‖ ^ 2 * p * q : ℝ) : ℂ)‖ = |ζ| * ‖l‖ ^ 2 * (p * q) := by
    intro p q hp hq
    rw [Complex.norm_real, Real.norm_eq_abs, abs_mul, abs_mul, abs_mul, abs_of_pos hp,
      abs_of_pos hq, abs_of_nonneg (sq_nonneg ‖l‖)]
    ring
  rw [gProduct_eq ζ l ht ht' hu hv, gProduct_eq ζ l ht ht' hx hy,
    hN _ _ (hw a) (hw' a'), hN _ _ (hw b) (hw' b')]
  -- both weights grow with their offsets
  have hmul : metalWeight a t * metalWeight a' t' < metalWeight b t * metalWeight b' t' :=
    mul_lt_mul (metalWeight_strictMono ht hab)
      ((metalWeight_strictMono ht').monotone hab') (hw' a') (hw b).le
  exact mul_lt_mul_of_pos_left hmul
    (mul_pos (abs_pos.mpr hζ) (pow_pos (norm_pos_iff.mpr hl) 2))

end

end MetalLigandGShift
```

The orbitals $u,v$ have offsets $a,a'$, and $x,y$ have offsets $b,b'$, with $a<b$ and $a'\le b'$. The couplings $t,t'$ are the same in both situations. All weights are positive, so

$$w_t(a)\,w_{t'}(a')<w_t(b)\,w_{t'}(b').$$

Multiplying by $|\zeta||l|^2>0$ gives the stated inequality between magnitudes. Magnitudes are used because $\zeta$ may have either sign. If $\zeta$ or $l$ were zero, both products would vanish and there would be no strict decrease. When both pairs share one offset and one coupling, the product is $\zeta|l|^2w^2$, and the monotonicity of $w^2$ describes this special case directly; the proof above does not use it. For such a product to enter a g shift, the ligand energies of the two pairs must differ. Otherwise the two antibonding levels coincide and the energy denominator vanishes.

## Three offsets worked out by hand

Let both couplings be $t=t'=2$, in any energy unit, and give both pairs the same offset $d$, each measured from its own ligand orbital. The two ligand energies are taken to be different, so that the antibonding levels do not coincide.

| $d$ | $s$ | $E_+$ | $w$ | $w^2$ |
|---:|---:|---:|---:|---:|
| $3$ | $5$ | $4$ | $0.8$ | $0.64$ |
| $0$ | $4$ | $2$ | $0.5$ | $0.25$ |
| $-3$ | $5$ | $1$ | $0.2$ | $0.04$ |

For $d=3$, the normalized orbital is $(2,1)/\sqrt5$, whose squared metal amplitude is indeed $4/5$. Lowering both offsets from 3 to 0 reduces the product from $0.64\,\zeta|l|^2$ to $0.25\,\zeta|l|^2$. Lowering only one of them gives $0.5\times0.8=0.40$ in place of $0.64$.

```lean
#print axioms MetalLigandGShift.upper_isGreatest
#print axioms MetalLigandGShift.metalWeight_sq_strictMono
#print axioms MetalLigandGShift.smaller_offset_reduces_gProduct
```

```
'MetalLigandGShift.upper_isGreatest' depends on axioms: [propext, Classical.choice, Quot.sound]
'MetalLigandGShift.metalWeight_sq_strictMono' depends on axioms: [propext, Classical.choice, Quot.sound]
'MetalLigandGShift.smaller_offset_reduces_gProduct' depends on axioms: [propext, Classical.choice, Quot.sound]
```
